# A uniform N × N momentum mesh keeps only the harmonics of a square-lattice band power whose indices are both multiples of N

The theorem `mesh_aliasing` concerns the non-interacting s-band 2 cos a + 2 cos b of the square lattice, in units of the hopping. It takes the average of the band's p-th power over a uniform N × N mesh of crystal momenta with offset (a, b), for any N ≥ 1. This average equals a finite sum of lattice harmonics evaluated at the offset, weighted by products of two binomial coefficients, in which only the terms whose two integer indices are both divisible by N are kept. The proof expands the power into harmonics with `band_pow`, exchanges the order of the sums, and evaluates each mesh sum with `mesh_wave`. It then splits into cases according to which of the two indices N divides.

The first attempt, which Lean rejects:

```lean
import Mathlib

open Finset

namespace MeshAliasing

noncomputable section

/-- The square-lattice s-band in units of the hopping, at crystal momentum `(a, b)`. -/
def band (a b : ℝ) : ℝ := 2 * Real.cos a + 2 * Real.cos b

/-- The average of the `p`-th power of the band over a uniform `N × N` mesh
with offset `(a, b)`, for `N ≥ 1`. -/
def meshMoment (N p : ℕ) (a b : ℝ) : ℝ :=
  (∑ r ∈ range N, ∑ s ∈ range N,
    band (a + 2 * Real.pi * r / N) (b + 2 * Real.pi * s / N) ^ p) / (N : ℝ) ^ 2

/-- The lattice harmonic `exp (i m a)` with integer index `m`. -/
def wave (m : ℤ) (a : ℝ) : ℂ := Complex.exp (m * Complex.I * a)

/-- Every power of the band is a finite sum of lattice harmonics, weighted by
products of two binomial coefficients. -/
theorem band_pow (p : ℕ) (a b : ℝ) :
    (band a b : ℂ) ^ p = ∑ q ∈ range (p + 1) ×ˢ range (p + 1),
      ((p.choose q.1 : ℂ) * p.choose q.2) *
        (wave ((q.1 : ℤ) + q.2 - p) a * wave ((q.1 : ℤ) - q.2) b) := by
  -- half-sum and half-difference of the momenta factorise the band
  have h : (band a b : ℂ) =
      (Complex.exp (((a : ℂ) + b) / 2 * Complex.I)
        + Complex.exp (-(((a : ℂ) + b) / 2 * Complex.I))) *
      (Complex.exp (((a : ℂ) - b) / 2 * Complex.I)
        + Complex.exp (-(((a : ℂ) - b) / 2 * Complex.I))) := by
    simp only [band, add_mul, mul_add, ← Complex.exp_add]
    push_cast
    simp only [Complex.cos]
    ring_nf
  rw [h, mul_pow, add_pow, add_pow, Finset.sum_mul_sum, ← Finset.sum_product']
  refine Finset.sum_congr rfl ?_
  rintro ⟨j, k⟩ hq
  simp only [mem_product, mem_range] at hq
  have hj : j ≤ p := by omega
  have hk : k ≤ p := by omega
  have key : Complex.exp (((a : ℂ) + b) / 2 * Complex.I) ^ j
        * Complex.exp (-(((a : ℂ) + b) / 2 * Complex.I)) ^ (p - j)
        * (Complex.exp (((a : ℂ) - b) / 2 * Complex.I) ^ k
        * Complex.exp (-(((a : ℂ) - b) / 2 * Complex.I)) ^ (p - k))
      = wave ((j : ℤ) + k - p) a * wave ((j : ℤ) - k) b := by
    simp only [wave, ← Complex.exp_nat_mul, ← Complex.exp_add]
    congr 1
    push_cast [Nat.cast_sub hj, Nat.cast_sub hk]
    ring
  linear_combination ((p.choose j : ℂ) * p.choose k) * key

/-- Summed over a mesh of `N ≥ 1` points, a harmonic survives exactly when its
index is a multiple of `N`. -/
theorem mesh_wave {N : ℕ} (hN : 0 < N) (m : ℤ) (a : ℝ) :
    ∑ r ∈ range N, wave m (a + 2 * Real.pi * r / N)
      = if (N : ℤ) ∣ m then N * wave m a else 0 := by
  have hNc : (N : ℂ) ≠ 0 := by exact_mod_cast hN.ne'
  obtain ⟨z, hz⟩ : ∃ z, z = Complex.exp (m * Complex.I * (2 * Real.pi / N)) := ⟨_, rfl⟩
  have hw : ∀ r : ℕ, wave m (a + 2 * Real.pi * r / N) = wave m a * z ^ r := by
    intro r
    simp only [wave, hz, ← Complex.exp_nat_mul, ← Complex.exp_add]
    congr 1
    push_cast
    ring
  simp only [hw, ← Finset.mul_sum]
  split_ifs with h
  · obtain ⟨c, hc⟩ := h
    have z1 : z = 1 := by
      rw [hz, Complex.exp_eq_one_iff]
      refine ⟨c, ?_⟩
      rw [hc]
      push_cast
      field_simp
    simp [z1, mul_comm]
  · have z1 : z ≠ 1 := by
      intro h1
      rw [hz, Complex.exp_eq_one_iff] at h1
      obtain ⟨c, hc⟩ := h1
      have hm : (m : ℂ) = N * c := by
        apply mul_right_cancel₀ Complex.two_pi_I_ne_zero
        calc (m : ℂ) * (2 * Real.pi * Complex.I)
            = N * (m * Complex.I * (2 * Real.pi / N)) := by field_simp
          _ = N * c * (2 * Real.pi * Complex.I) := by rw [hc]; ring
      exact h ⟨c, by exact_mod_cast hm⟩
    have zN : z ^ N = 1 := by
      rw [hz, ← Complex.exp_nat_mul, Complex.exp_eq_one_iff]
      exact ⟨m, by field_simp⟩
    have g := geom_sum_mul z N
    rw [zN, sub_self] at g
    rcases mul_eq_zero.1 g with g | g
    · rw [g, mul_zero]
    · exact absurd (sub_eq_zero.1 g) z1

/-- Aliasing formula: for `N ≥ 1` the mesh moment collects exactly those harmonics of
the band power whose two indices are both multiples of `N`. -/
theorem mesh_aliasing {N : ℕ} (hN : 0 < N) (p : ℕ) (a b : ℝ) :
    (meshMoment N p a b : ℂ) = ∑ q ∈ range (p + 1) ×ˢ range (p + 1),
      ((p.choose q.1 : ℂ) * p.choose q.2) *
        (if (N : ℤ) ∣ (q.1 : ℤ) + q.2 - p ∧ (N : ℤ) ∣ (q.1 : ℤ) - q.2 then
          wave ((q.1 : ℤ) + q.2 - p) a * wave ((q.1 : ℤ) - q.2) b else 0) := by
  have hNc : (N : ℂ) ≠ 0 := by exact_mod_cast hN.ne'
  have key : ∑ q ∈ range (p + 1) ×ˢ range (p + 1), ((p.choose q.1 : ℂ) * p.choose q.2) *
        ((∑ r ∈ range N, wave ((q.1 : ℤ) + q.2 - p) (a + 2 * Real.pi * r / N)) *
          ∑ s ∈ range N, wave ((q.1 : ℤ) - q.2) (b + 2 * Real.pi * s / N))
      = ∑ r ∈ range N, ∑ s ∈ range N,
        (band (a + 2 * Real.pi * r / N) (b + 2 * Real.pi * s / N) : ℂ) ^ p := by
    simp_rw [band_pow, Finset.sum_mul_sum, Finset.mul_sum]
    exact Finset.sum_comm.trans (Finset.sum_congr rfl fun r _ => Finset.sum_comm)
  simp only [meshMoment, Complex.ofReal_div, Complex.ofReal_sum, Complex.ofReal_pow,
    Complex.ofReal_natCast]
  rw [← key, Finset.sum_div]
  refine Finset.sum_congr rfl fun q _ => ?_
  rw [mesh_wave hN, mesh_wave hN]
  by_cases h1 : (N : ℤ) ∣ (q.1 : ℤ) + q.2 - p
  · by_cases h2 : (N : ℤ) ∣ (q.1 : ℤ) - q.2
    · rw [if_pos h1, if_pos h2, if_pos ⟨h1, h2⟩]
      field_simp
    · rw [if_neg h2, if_neg (fun h => h2 h.2)]
      simp
  · rw [if_neg h1, if_neg (fun h => h1 h.1)]
    simp

end

end MeshAliasing
```

Messages:

```
Main.lean:120:41: error: Type mismatch
  h.2
has type
  ↑q.1 + ↑q.2 - ↑p = ↑N * h.1
but is expected to have type
  ↑N ∣ ↑q.1 - ↑q.2
Main.lean:120:4: error: unsolved goals
case neg
N : ℕ
hN : 0 < N
p : ℕ
a b : ℝ
hNc : ↑N ≠ 0
key :
  ∑ q ∈ range (p + 1) ×ˢ range (p + 1),
      ↑(p.choose q.1) * ↑(p.choose q.2) *
        ((∑ r ∈ range N, wave (↑q.1 + ↑q.2 - ↑p) (a + 2 * Real.pi * ↑r / ↑N)) *
          ∑ s ∈ range N, wave (↑q.1 - ↑q.2) (b + 2 * Real.pi * ↑s / ↑N)) =
    ∑ r ∈ range N, ∑ s ∈ range N, ↑(band (a + 2 * Real.pi * ↑r / ↑N) (b + 2 * Real.pi * ↑s / ↑N)) ^ p
q : ℕ × ℕ
x✝ : q ∈ range (p + 1) ×ˢ range (p + 1)
h1 : ↑N ∣ ↑q.1 + ↑q.2 - ↑p
h2 : ¬↑N ∣ ↑q.1 - ↑q.2
⊢ ↑N ∣ ↑q.1 + ↑q.2 - ↑p →
    ↑N ∣ ↑q.1 - ↑q.2 → (p.choose q.1 = 0 ∨ p.choose q.2 = 0) ∨ wave (↑q.1 + ↑q.2 - ↑p) a = 0 ∨ wave (↑q.1 - ↑q.2) b = 0

N : ℕ
hN : 0 < N
p : ℕ
a b : ℝ
hNc : ↑N ≠ 0
key :
  ∑ q ∈ range (p + 1) ×ˢ range (p + 1),
      ↑(p.choose q.1) * ↑(p.choose q.2) *
        ((∑ r ∈ range N, wave (↑q.1 + ↑q.2 - ↑p) (a + 2 * Real.pi * ↑r / ↑N)) *
          ∑ s ∈ range N, wave (↑q.1 - ↑q.2) (b + 2 * Real.pi * ↑s / ↑N)) =
    ∑ r ∈ range N, ∑ s ∈ range N, ↑(band (a + 2 * Real.pi * ↑r / ↑N) (b + 2 * Real.pi * ↑s / ↑N)) ^ p
q : ℕ × ℕ
x✝ : q ∈ range (p + 1) ×ˢ range (p + 1)
h1 : ↑N ∣ ↑q.1 + ↑q.2 - ↑p
h2 : ¬↑N ∣ ↑q.1 - ↑q.2
h : ↑N ∣ ↑q.1 + ↑q.2 - ↑p
⊢ ↑N ∣ ↑q.1 - ↑q.2
Main.lean:122:39: error(lean.projNonPropFromProp): Invalid projection: Cannot project a value of non-propositional type
  ℤ
from the expression
  h
which has propositional type
  ↑N ∣ ↑q.1 - ↑q.2
Main.lean:122:2: error: unsolved goals
case neg
N : ℕ
hN : 0 < N
p : ℕ
a b : ℝ
hNc : ↑N ≠ 0
key :
  ∑ q ∈ range (p + 1) ×ˢ range (p + 1),
      ↑(p.choose q.1) * ↑(p.choose q.2) *
        ((∑ r ∈ range N, wave (↑q.1 + ↑q.2 - ↑p) (a + 2 * Real.pi * ↑r / ↑N)) *
          ∑ s ∈ range N, wave (↑q.1 - ↑q.2) (b + 2 * Real.pi * ↑s / ↑N)) =
    ∑ r ∈ range N, ∑ s ∈ range N, ↑(band (a + 2 * Real.pi * ↑r / ↑N) (b + 2 * Real.pi * ↑s / ↑N)) ^ p
q : ℕ × ℕ
x✝ : q ∈ range (p + 1) ×ˢ range (p + 1)
h1 : ¬↑N ∣ ↑q.1 + ↑q.2 - ↑p
⊢ ↑N ∣ ↑q.1 + ↑q.2 - ↑p →
    ↑N ∣ ↑q.1 - ↑q.2 → (p.choose q.1 = 0 ∨ p.choose q.2 = 0) ∨ wave (↑q.1 + ↑q.2 - ↑p) a = 0 ∨ wave (↑q.1 - ↑q.2) b = 0
```

Both failures come from an `if_neg` whose condition was never stated. The type of `h` in `fun h => h2 h.2` was left open, so `rw` settled it by matching the first `if` still in the goal, which tests a single divisibility and not the conjunction.

In the first failing branch `h` therefore became the divisibility of the first index. Divisibility unfolds to the existence of a factor, so `h.2` was the equation for that factor, hence the type mismatch. In the second branch `h` became the divisibility of the second index, and `h.1` asked for the integer factor itself, which Lean does not allow to be projected out of a proof of a proposition.

The "unsolved goals" errors follow: the conjunctive `if` was still there, and `simp` could not finish without knowing its condition false. The first of them also lists the unproved side goal left by the mismatch.

The repair states the negated conjunction as `h3` in each branch. Now `h.2` and `h.1` are the parts of a known conjunction, and `if_neg h3` can only rewrite the intended `if`, after which `simp` closes the goal.

As a diff, the version that Lean accepts:

```diff
@@ -118,7 +118,11 @@
     · rw [if_pos h1, if_pos h2, if_pos ⟨h1, h2⟩]
       field_simp
-    · rw [if_neg h2, if_neg (fun h => h2 h.2)]
+    · have h3 : ¬((N : ℤ) ∣ (q.1 : ℤ) + q.2 - p ∧ (N : ℤ) ∣ (q.1 : ℤ) - q.2) :=
+        fun h => h2 h.2
+      rw [if_neg h2, if_neg h3]
       simp
-  · rw [if_neg h1, if_neg (fun h => h1 h.1)]
+  · have h3 : ¬((N : ℤ) ∣ (q.1 : ℤ) + q.2 - p ∧ (N : ℤ) ∣ (q.1 : ℤ) - q.2) :=
+      fun h => h1 h.1
+    rw [if_neg h1, if_neg h3]
     simp
 
```
